# The dipole error of a polar dielectric slab in a periodic cell decays as 1/L

A slab with two different faces generally carries a dipole, and the electrostatic potential then differs between its two sides. A periodic cell forces the potential to agree at top and bottom, so a uniform artificial field appears and polarises the slab. Without a correction, the computed dipole therefore depends on how much vacuum was put in the cell, and so does the work-function difference between the faces.

For a slab that responds as a linear dielectric of fixed thickness, this error can be computed exactly. Let d be the thickness, L the cell height, eps the relative permittivity, e0 the vacuum permittivity (usually written ε₀), and m0 the dipole per area without the artificial field. All dipoles below are per area and perpendicular to the slab.

## From the artificial field to one update

```lean
import Mathlib

open Filter Topology

namespace SlabDipoleCorrection

noncomputable section

/-- Uniform field that periodicity of the potential imposes on a cell of height `L` holding a
dipole `m` per area, with vacuum permittivity `e0`; the domain is `e0 ≠ 0`, `L ≠ 0`. -/
def compensatingField (e0 L m : ℝ) : ℝ := m / (e0 * L)
```

A dipole m makes a potential step m/e0. A uniform field that undoes this step over the height L is

E = m/(e0 L).

It points along the dipole and so enlarges it. In Lean, `def` introduces a function, here of three real numbers.

```lean
/-- Dipole per area induced in a slab of thickness `d` and relative permittivity `eps ≠ 0` by a
perpendicular vacuum field `E`: the inner field is `E / eps`, the polarisation is
`e0 * (eps - 1)` times the inner field. -/
def inducedDipole (e0 eps d E : ℝ) : ℝ := d * (e0 * (eps - 1) * (E / eps))
```

Continuity of the displacement field reduces E to E/eps inside the slab. The polarisation there is e0(eps − 1)E/eps, and multiplying by d gives the induced dipole. The constant eps stands for the screening by the slab's electrons, and by its ions if they are relaxed.

```lean
/-- One self-consistency step: the intrinsic dipole `m0` plus the dipole induced by the
compensating field of the current dipole `m`; the domain is `e0, eps, L ≠ 0`. -/
def slabStep (e0 eps d L m0 m : ℝ) : ℝ :=
  m0 + inducedDipole e0 eps d (compensatingField e0 L m)
```

One update takes the current dipole m, finds its field, and adds the induced dipole to m0.

In a plane-wave density-functional calculation, the field shows up as a slope of the plane-averaged potential in the vacuum, and the density relaxes in it during the self-consistency cycle. A dipole correction computes m from the current density and adds a sawtooth potential that cancels the slope, with its jump placed in the vacuum. The model here describes the uncorrected case and reduces the whole density to the single number m. One update of m is not one step of the self-consistency cycle, because it already contains the slab's full screening of the field; the convergence proved below is therefore not a statement about the convergence of that cycle.

```lean
/-- The uncorrected slab dipole `m(L)` in a cell of height `L`; the domain is `eps, L ≠ 0` and
`(d / L) * (1 - 1 / eps) ≠ 1`. -/
def cellDipole (m0 d eps L : ℝ) : ℝ := m0 / (1 - d / L * (1 - 1 / eps))
```

This is the candidate for the self-consistent dipole, written m(L) below.

## The feedback factor and its fixed point

```lean
/-- For nonzero permittivities, the electrostatic update is affine in the current dipole, with
feedback factor `(d / L) * (1 - 1 / eps)`. -/
theorem slabStep_eq {e0 eps : ℝ} (he0 : e0 ≠ 0) (heps : eps ≠ 0) (d L m0 m : ℝ) :
    slabStep e0 eps d L m0 m = m0 + d / L * (1 - 1 / eps) * m := by
  unfold slabStep inducedDipole compensatingField
  -- the vacuum permittivity cancels between field and response
  have h1 : e0 * (m / (e0 * L)) = m / L := by
    rw [← mul_div_assoc, mul_div_mul_left _ _ he0]
  have h2 : (eps - 1) / eps = 1 - 1 / eps := by rw [sub_div, div_self heps]
  calc m0 + d * (e0 * (eps - 1) * (m / (e0 * L) / eps))
      = m0 + d * ((eps - 1) / eps) * (e0 * (m / (e0 * L))) := by ring
    _ = m0 + d / L * (1 - 1 / eps) * m := by rw [h1, h2]; ring
```

Inserting the field into the induced dipole gives

d · e0(eps − 1)/eps · m/(e0 L) = (d/L)(1 − 1/eps) m.

So the update is m → m0 + r m, with feedback factor r = (d/L)(1 − 1/eps). Arguments in braces are ones that Lean infers, and `he0` and `heps` name the assumptions that e0 and eps are nonzero. In the proof, `h1` cancels e0, `h2` rewrites (eps − 1)/eps, and `ring` does the remaining algebra.

```lean
/-- For nonzero permittivities and a feedback factor other than one, `m(L)` is the only
self-consistent dipole. -/
theorem slabStep_fixed_iff {e0 eps d L : ℝ} (he0 : e0 ≠ 0) (heps : eps ≠ 0)
    (hr : d / L * (1 - 1 / eps) ≠ 1) (m0 m : ℝ) :
    slabStep e0 eps d L m0 m = m ↔ m = cellDipole m0 d eps L := by
  rw [slabStep_eq he0 heps, cellDipole, eq_div_iff (sub_ne_zero.2 hr.symm)]
  constructor <;> intro h <;> linear_combination -h
```

A dipole is self-consistent when m = m0 + r m, that is, (1 − r)m = m0. For r ≠ 1 this holds exactly when m = m0/(1 − r) = m(L). The sign `↔` means "if and only if", so the theorem gives uniqueness too. The tactic `linear_combination` checks that one equation is a multiple of the other.

## Convergence from every start

```lean
/-- For nonzero permittivities and a feedback factor other than one, the deviation from `m(L)`
after `n` steps is the initial deviation times the `n`-th power of the feedback factor. -/
theorem iterate_deviation {e0 eps d L : ℝ} (he0 : e0 ≠ 0) (heps : eps ≠ 0)
    (hr : d / L * (1 - 1 / eps) ≠ 1) (m0 m : ℝ) (n : ℕ) :
    (slabStep e0 eps d L m0)^[n] m - cellDipole m0 d eps L
      = (d / L * (1 - 1 / eps)) ^ n * (m - cellDipole m0 d eps L) := by
  have hfix := (slabStep_fixed_iff he0 heps hr m0 _).2 rfl
  rw [slabStep_eq he0 heps] at hfix
  induction n with
  | zero => simp
  | succ n ih =>
    rw [Function.iterate_succ_apply', slabStep_eq he0 heps]
    generalize d / L * (1 - 1 / eps) = r at ih hfix ⊢
    linear_combination r * ih + hfix
```

The notation `f^[n] m` means f applied n times to m. Write mₙ for the dipole after n updates from the starting dipole m. Subtracting m(L) = m0 + r m(L) from mₙ₊₁ = m0 + r mₙ gives

mₙ₊₁ − m(L) = r (mₙ − m(L)),

and hence mₙ − m(L) = rⁿ (m − m(L)). The proof is this induction: `ih` is the statement for n, and `hfix` is the fixed-point equation.

```lean
/-- For `d > 0` and `eps ≥ 1`, the length `d * (1 - 1 / eps)` is nonnegative and smaller than
the slab thickness `d`. -/
theorem response_length_bounds {d eps : ℝ} (hd : 0 < d) (heps : 1 ≤ eps) :
    0 ≤ d * (1 - 1 / eps) ∧ d * (1 - 1 / eps) < d := by
  have hpos : 0 < eps := by linarith
  have h1 : 1 / eps ≤ 1 := (div_le_one hpos).2 heps
  have h2 : 0 < 1 / eps := one_div_pos.2 hpos
  exact ⟨mul_nonneg hd.le (by linarith), by nlinarith [mul_pos hd h2]⟩
```

Write a = d(1 − 1/eps), a length that measures the response. Since 0 < 1/eps ≤ 1, it satisfies 0 ≤ a < d.

```lean
/-- For a slab with `0 < d < L` and `eps ≥ 1`, and nonzero vacuum permittivity, the
self-consistency iteration converges to `m(L)` from every starting dipole. -/
theorem iteration_converges {e0 eps d L : ℝ} (he0 : e0 ≠ 0) (heps : 1 ≤ eps)
    (hd : 0 < d) (hL : d < L) (m0 m : ℝ) :
    Tendsto (fun n : ℕ => (slabStep e0 eps d L m0)^[n] m) atTop
      (𝓝 (cellDipole m0 d eps L)) := by
  obtain ⟨ha, had⟩ := response_length_bounds hd heps
  have hLpos : 0 < L := hd.trans hL
  have hr : d / L * (1 - 1 / eps) = d * (1 - 1 / eps) / L := by ring
  -- the feedback factor lies in [0, 1)
  have h0 : 0 ≤ d / L * (1 - 1 / eps) := by rw [hr]; exact div_nonneg ha hLpos.le
  have h1 : d / L * (1 - 1 / eps) < 1 := by
    rw [hr, div_lt_one hLpos]; exact had.trans hL
  have h := ((tendsto_pow_atTop_nhds_zero_of_lt_one h0 h1).mul_const
    (m - cellDipole m0 d eps L)).add_const (cellDipole m0 d eps L)
  rw [zero_mul, zero_add] at h
  refine h.congr fun n => ?_
  rw [← iterate_deviation he0 (by linarith) h1.ne m0 m n, sub_add_cancel]
```

With d < L, the factor r = a/L lies in [0, 1), so rⁿ → 0 and the deviation vanishes. `Tendsto … atTop (𝓝 x)` says that the sequence converges to x as n grows. The proof establishes `h0` and `h1`, the two bounds on r, and then applies the known limit of rⁿ to the deviation formula.

## The size of the error

```lean
/-- The exact finite-size error of the uncorrected dipole, for a cell height that is neither
zero nor equal to `d * (1 - 1 / eps)`. -/
theorem cellDipole_error {d eps L : ℝ} (hL : L ≠ 0) (h : L ≠ d * (1 - 1 / eps)) (m0 : ℝ) :
    cellDipole m0 d eps L - m0 = m0 * (d * (1 - 1 / eps)) / (L - d * (1 - 1 / eps)) := by
  unfold cellDipole
  generalize 1 - 1 / eps = s at h ⊢
  have h1 : L - d * s ≠ 0 := sub_ne_zero.2 h
  have h2 : 1 - d / L * s = (L - d * s) / L := by rw [sub_div, div_self hL]; ring
  rw [h2, div_div_eq_mul_div, eq_div_iff h1, sub_mul, div_mul_cancel₀ _ h1]
  ring
```

Since 1 − r = (L − a)/L,

m(L) − m0 = m0 L/(L − a) − m0 = m0 a/(L − a).

The tactic `generalize` replaces 1 − 1/eps by a single letter, because its inner form plays no part here.

```lean
/-- At fixed slab thickness, the finite-size error times the cell height tends to
`m0 * d * (1 - 1 / eps)` as the cell grows. -/
theorem error_mul_height_tendsto (m0 d eps : ℝ) :
    Tendsto (fun L : ℝ => L * (cellDipole m0 d eps L - m0)) atTop
      (𝓝 (m0 * (d * (1 - 1 / eps)))) := by
  have h : Tendsto (fun L : ℝ => m0 * (d * (1 - 1 / eps)) / (1 - d * (1 - 1 / eps) / L)) atTop
      (𝓝 (m0 * (d * (1 - 1 / eps)) / (1 - 0))) :=
    tendsto_const_nhds.div
      (tendsto_const_nhds.sub (tendsto_const_nhds.div_atTop tendsto_id)) (by norm_num)
  rw [sub_zero, div_one] at h
  refine h.congr' ?_
  filter_upwards [eventually_gt_atTop (0 : ℝ), eventually_gt_atTop (d * (1 - 1 / eps))]
    with L hL hLa
  rw [cellDipole_error hL.ne' hLa.ne']
  generalize d * (1 - 1 / eps) = a
  have h2 : 1 - a / L = (L - a) / L := by rw [sub_div, div_self hL.ne']
  rw [h2, div_div_eq_mul_div]
  ring
```

Multiplying the error by L gives

L(m(L) − m0) = m0 a/(1 − a/L) → m0 a.

Now `atTop` refers to a real L growing without bound. The formula for the error needs L ≠ 0 and L ≠ a; `filter_upwards` restricts attention to L > 0 and L > a, which is enough for a limit. For m0 ≠ 0, d > 0 and eps > 1 the limit is nonzero, so the error decays as 1/L and no faster. The theorem puts no condition on eps, but its physical reading requires eps ≠ 0, as Lean sets 1/0 to 0.

```lean
/-- For `d > 0`, `eps ≥ 1` and a cell at least twice as high as the slab is thick, the size of
the error lies between `|m0| * d * (1 - 1 / eps) / L` and twice that value. -/
theorem error_two_sided {d eps L : ℝ} (hd : 0 < d) (heps : 1 ≤ eps) (hL : 2 * d ≤ L) (m0 : ℝ) :
    |m0| * (d * (1 - 1 / eps)) / L ≤ |cellDipole m0 d eps L - m0| ∧
    |cellDipole m0 d eps L - m0| ≤ 2 * (|m0| * (d * (1 - 1 / eps)) / L) := by
  obtain ⟨ha, had⟩ := response_length_bounds hd heps
  have hLpos : 0 < L := by linarith
  rw [cellDipole_error hLpos.ne' (by linarith : d * (1 - 1 / eps) < L).ne']
  generalize d * (1 - 1 / eps) = a at ha had ⊢
  have hLa : 0 < L - a := by linarith
  have hK : 0 ≤ |m0| * a := mul_nonneg (abs_nonneg _) ha
  rw [abs_div, abs_mul, abs_of_nonneg ha, abs_of_pos hLa, ← mul_div_assoc]
  generalize |m0| * a = K at hK ⊢
  constructor
  · rw [div_le_div_iff₀ hLpos hLa]
    nlinarith [mul_nonneg hK ha]
  · rw [div_le_div_iff₀ hLa hLpos]
    nlinarith [mul_nonneg hK (by linarith : 0 ≤ L - 2 * a)]
```

For L ≥ 2d there are bounds at finite height:

|m0| a/L ≤ |m(L) − m0| ≤ 2|m0| a/L.

The lower one follows from L − a ≤ L. The upper one follows from L ≥ 2d ≥ 2a, which gives L − a ≥ L/2. After clearing denominators, `nlinarith` proves both inequalities from the products supplied to it.

## Removing the error with two cells

```lean
/-- For `d > 0`, `eps ≥ 1` and `m0 ≠ 0`, the uncorrected dipoles in two cells of different
heights, both above `d`, give the intrinsic dipole exactly, by a formula free of `d` and `eps`
whose denominator is nonzero. -/
theorem two_cell_extrapolation {d eps L₁ L₂ m0 : ℝ} (hd : 0 < d) (heps : 1 ≤ eps)
    (h₁ : d < L₁) (h₂ : d < L₂) (hne : L₁ ≠ L₂) (hm : m0 ≠ 0) :
    L₁ * cellDipole m0 d eps L₂ - L₂ * cellDipole m0 d eps L₁ ≠ 0 ∧
    m0 = (L₁ - L₂) * cellDipole m0 d eps L₁ * cellDipole m0 d eps L₂ /
      (L₁ * cellDipole m0 d eps L₂ - L₂ * cellDipole m0 d eps L₁) := by
  have had := (response_length_bounds hd heps).2
  have rel : ∀ L, d < L → cellDipole m0 d eps L * (L - d * (1 - 1 / eps)) = m0 * L := by
    intro L hL
    have hLa : d * (1 - 1 / eps) < L := had.trans hL
    have e := cellDipole_error (hd.trans hL).ne' hLa.ne' m0
    rw [eq_div_iff (sub_ne_zero.2 hLa.ne')] at e
    linear_combination e
  have nz : ∀ L, d < L → cellDipole m0 d eps L ≠ 0 := by
    intro L hL h0
    have e := rel L hL
    rw [h0, zero_mul] at e
    exact mul_ne_zero hm (hd.trans hL).ne' e.symm
  have e₁ := rel L₁ h₁
  have e₂ := rel L₂ h₂
  have n₁ := nz L₁ h₁
  have n₂ := nz L₂ h₂
  generalize cellDipole m0 d eps L₁ = m₁ at e₁ n₁ ⊢
  generalize cellDipole m0 d eps L₂ = m₂ at e₂ n₂ ⊢
  -- eliminating the response length between the two cells
  have key : m0 * (L₁ * m₂ - L₂ * m₁) = (L₁ - L₂) * m₁ * m₂ := by
    linear_combination (-m₂) * e₁ + m₁ * e₂
  have hden : L₁ * m₂ - L₂ * m₁ ≠ 0 := by
    intro h0
    rw [h0, mul_zero] at key
    exact mul_ne_zero (mul_ne_zero (sub_ne_zero.2 hne) n₁) n₂ key.symm
  exact ⟨hden, (eq_div_iff hden).2 key⟩

end

end SlabDipoleCorrection
```

Let m₁ and m₂ now denote the self-consistent dipoles at heights L₁ and L₂, no longer the iterates mₙ used above. The error formula gives, for each cell,

mᵢ(Lᵢ − a) = m0 Lᵢ.

Multiplying the first equation by m₂ and the second by m₁, then subtracting, eliminates a:

(L₁ − L₂) m₁ m₂ = m0 (L₁ m₂ − L₂ m₁).

This is `key` in the proof, where the two sides are exchanged. The left side as written here is nonzero, because the heights differ and `nz` shows that neither dipole vanishes. The bracket on the right is therefore nonzero and can be divided out.

For d = 10 Å and eps = 5, a is 8 Å. Cells of 40 Å and 80 Å give m₁ = 1.25 m0 and m₂ = (10/9) m0, errors of 25% and about 11%, and the formula returns m0.

The step from here to a real slab is the assumption that one fixed pair d and eps describes its response in every cell; an atomistic slab has no sharp faces and responds linearly only to weak fields.

```lean
#print axioms SlabDipoleCorrection.iteration_converges
#print axioms SlabDipoleCorrection.cellDipole_error
#print axioms SlabDipoleCorrection.error_two_sided
#print axioms SlabDipoleCorrection.two_cell_extrapolation
```

```
'SlabDipoleCorrection.iteration_converges' depends on axioms: [propext, Classical.choice, Quot.sound]
'SlabDipoleCorrection.cellDipole_error' depends on axioms: [propext, Classical.choice, Quot.sound]
'SlabDipoleCorrection.error_two_sided' depends on axioms: [propext, Classical.choice, Quot.sound]
'SlabDipoleCorrection.two_cell_extrapolation' depends on axioms: [propext, Classical.choice, Quot.sound]
```
